# The form factor of a $C^k$ function on $[0,R]$ is bounded by a multiple of $|q|^{-k}$ when its derivatives of orders $0$ to $k-1$ vanish at both endpoints

## What bounds the coefficients beyond a plane-wave cutoff?

The coefficients computed below a plane-wave cutoff do not, on their own, limit the ones above it. For a function confined to an interval, such as a one-dimensional model of a localised augmentation function, smoothness together with suitable conditions at the endpoints gives a bound that decays with $q$.

The claim I have in mind is this. Let $f$ be a complex $C^k$ function on $[0,R]$, with $k\ge 1$, whose derivatives of orders $0$ to $k-1$ vanish at both endpoints. Then for every $q>0$,

$$\left|\int_0^R f(r)\,e^{iqr}\,dr\right|\le q^{-k}\int_0^R |f^{(k)}(r)|\,dr .$$

I would like to see this made rigorous and machine-checked, including what "derivative at the endpoint" means and what the bound says about the error of a finite cutoff.

## Each vanishing boundary term gives one power of $1/q$

Take $R>0$ and write $F[g](q)=\int_0^R g(r)e^{iqr}\,dr$ for the form factor of a function $g$. If $g$ is $C^1$ and vanishes at $0$ and $R$, integration by parts gives

$$F[g'](q)=\Big[g(r)e^{iqr}\Big]_0^R-iq\int_0^R g(r)e^{iqr}\,dr=-iq\,F[g](q).$$

Apply this to $g=f^{(j)}$ for $j=0,1,\dots,k-1$. Each of these functions vanishes at both ends, so every step contributes one factor $-iq$:

$$F[f^{(k)}](q)=(-iq)^k F[f](q).$$

Since $|e^{iqr}|=1$ for real $q$ and $r$, the left-hand side has modulus at most $\int_0^R|f^{(k)}|\,dr$. The right-hand side has modulus $|q|^k\,|F[f](q)|$. Dividing by $|q|^k$ gives the claim for every real $q\neq0$, of either sign. For $k=0$ there are no endpoint conditions, and the bound reads $|F[f](q)|\le\int_0^R|f|\,dr$.

### The squared coefficients beyond a cutoff

Now let $q=nb$ with grid spacing $b>0$, and keep the indices up to $N\ge1$. Suppose that $f$ is $C^{m+1}$ with derivatives of orders $0$ to $m$ vanishing at both ends, and put $A=\int_0^R|f^{(m+1)}|\,dr$. For $n>N$ we have $n^{2m+2}\ge N^{2m}n^2$, so

$$|F[f](nb)|^2\le\frac{A^2}{b^{2m+2}n^{2m+2}}\le\frac{B^2}{n^2},\qquad B=\frac{A}{b^{m+1}N^m}.$$

Because $n\ge2$,

$$\frac1{n^2}\le\frac1{n(n-1)}=\frac1{n-1}-\frac1n .$$

The sum over $n=N+1,\dots,N+M$ telescopes to at most $B^2\left(\frac1N-\frac1{N+M}\right)\le B^2/N$. This holds for every $M$ and the terms are nonnegative, so the series converges and

$$\sum_{n>N}|F[f](nb)|^2\le\frac{A^2}{b^{2m+2}N^{2m+1}}.$$

### A constant function violates the bound

Smoothness alone is not enough. Take $f=1$ on $[0,R]$ and $k=1$. This function is as smooth as one likes, but it does not vanish at the endpoints. Its derivative is zero, so the bound would force $F[f](q)=0$ for all $q\ne0$. At $q=\pi/R$, however,

$$F[1](\pi/R)=\frac{e^{i\pi}-1}{i\pi/R}=\frac{-2}{i\pi/R},\qquad |F[1](\pi/R)|=\frac{2R}{\pi}>0.$$

Here $F[1](q)$ is the boundary term $e^{iqR}-1$, which the endpoint conditions would remove, divided by $iq$. It vanishes when $q$ is a nonzero multiple of $2\pi/R$, so the constant violates the bound only at other values of $q$, and not on the grid with $b=2\pi/R$.

### The Lean file

```lean
import Mathlib

open Set MeasureTheory

namespace PlaneWaveConvergence

noncomputable section

/-- The one-dimensional form factor `∫₀ᴿ f(r) exp(i q r) dr` of a function on `[0, R]`. -/
def formFactor (R : ℝ) (f : ℝ → ℂ) (q : ℝ) : ℂ :=
  ∫ r in (0 : ℝ)..R, f r * Complex.exp (Complex.I * q * r)

/-- The `k`-th derivative of `f` on `[0, R]`, one-sided at the endpoints. -/
def cellDeriv (R : ℝ) (k : ℕ) (f : ℝ → ℂ) : ℝ → ℂ :=
  iteratedDerivWithin k f (Icc 0 R)

/-- The integral `∫₀ᴿ |f⁽ᵏ⁾(r)| dr` of the modulus of the `k`-th derivative. -/
def roughness (R : ℝ) (k : ℕ) (f : ℝ → ℂ) : ℝ :=
  ∫ r in (0 : ℝ)..R, ‖cellDeriv R k f r‖

/-- For a `C¹` function on `[0, R]` vanishing at both endpoints, differentiation multiplies the form
factor by `-i q`. -/
theorem formFactor_deriv {R : ℝ} (hR : 0 ≤ R) {g g' : ℝ → ℂ} (q : ℝ)
    (hg : ContinuousOn g (Icc 0 R)) (hg' : ContinuousOn g' (Icc 0 R))
    (hd : ∀ x ∈ Ioo 0 R, HasDerivAt g (g' x) x) (h0 : g 0 = 0) (h1 : g R = 0) :
    formFactor R g' q = -(Complex.I * q) * formFactor R g q := by
  have he : ∀ r : ℝ, HasDerivAt (fun s : ℝ => Complex.exp (Complex.I * q * s))
      (Complex.exp (Complex.I * q * r) * (Complex.I * q)) r := by
    intro r
    have h : HasDerivAt (fun s : ℝ => Complex.I * q * (s : ℂ)) (Complex.I * q) r := by
      simpa using (hasDerivAt_id r).ofReal_comp.const_mul (Complex.I * (q : ℂ))
    exact h.cexp
  have hec : Continuous (fun s : ℝ => Complex.exp (Complex.I * q * s)) := by fun_prop
  have i1 : IntervalIntegrable (fun r : ℝ => g' r * Complex.exp (Complex.I * q * r))
      volume 0 R := ContinuousOn.intervalIntegrable_of_Icc hR (hg'.mul hec.continuousOn)
  have i2 : IntervalIntegrable (fun r : ℝ => g r * Complex.exp (Complex.I * q * r))
      volume 0 R := ContinuousOn.intervalIntegrable_of_Icc hR (hg.mul hec.continuousOn)
  have i3 : IntervalIntegrable
      (fun r : ℝ => (Complex.I * q) * (g r * Complex.exp (Complex.I * q * r)))
      volume 0 R := i2.const_mul _
  -- the fundamental theorem of calculus for the product `g(r) exp(i q r)`
  have key : ∫ r in (0 : ℝ)..R, (g' r * Complex.exp (Complex.I * q * r)
        + (Complex.I * q) * (g r * Complex.exp (Complex.I * q * r)))
      = g R * Complex.exp (Complex.I * q * R)
        - g 0 * Complex.exp (Complex.I * q * (0 : ℝ)) :=
    intervalIntegral.integral_eq_sub_of_hasDerivAt_of_le
      (f := fun r : ℝ => g r * Complex.exp (Complex.I * q * r)) hR
      (hg.mul hec.continuousOn)
      (fun x hx => ((hd x hx).fun_mul (he x)).congr_deriv (by ring)) (i1.add i3)
  rw [intervalIntegral.integral_add i1 i3, intervalIntegral.integral_const_mul, h0, h1] at key
  unfold formFactor
  linear_combination key

/-- If the derivatives of orders `0` to `k - 1` of a `Cᵏ` function on `[0, R]` vanish at both
endpoints, the form factor of the `k`-th derivative is `(-i q)ᵏ` times that of the function. -/
theorem formFactor_cellDeriv {R : ℝ} (hR : 0 < R) {k : ℕ} {f : ℝ → ℂ}
    (hf : ContDiffOn ℝ k f (Icc 0 R)) (h0 : ∀ j < k, cellDeriv R j f 0 = 0)
    (h1 : ∀ j < k, cellDeriv R j f R = 0) (q : ℝ) :
    formFactor R (cellDeriv R k f) q = (-(Complex.I * q)) ^ k * formFactor R f q := by
  have hs : UniqueDiffOn ℝ (Icc 0 R) := uniqueDiffOn_Icc hR
  have hc : ∀ j ≤ k, ContinuousOn (cellDeriv R j f) (Icc 0 R) := fun j hj =>
    hf.continuousOn_iteratedDerivWithin (by exact_mod_cast hj) hs
  have main : ∀ j ≤ k, formFactor R (cellDeriv R j f) q
      = (-(Complex.I * q)) ^ j * formFactor R f q := by
    intro j
    induction j with
    | zero => intro _; simp [cellDeriv, iteratedDerivWithin_zero]
    | succ j ih =>
      intro hj
      have hjk : j < k := hj
      have hd : ∀ x ∈ Ioo 0 R,
          HasDerivAt (cellDeriv R j f) (cellDeriv R (j + 1) f x) x := by
        intro x hx
        have hdiff : DifferentiableOn ℝ (iteratedDerivWithin j f (Icc 0 R)) (Icc 0 R) :=
          hf.differentiableOn_iteratedDerivWithin (by exact_mod_cast hjk) hs
        unfold cellDeriv
        rw [iteratedDerivWithin_succ]
        exact (hdiff x (Ioo_subset_Icc_self hx)).hasDerivWithinAt.hasDerivAt
          (Icc_mem_nhds hx.1 hx.2)
      -- one more integration by parts
      rw [formFactor_deriv hR.le q (hc j hjk.le) (hc (j + 1) hj) hd (h0 j hjk) (h1 j hjk),
        ih hjk.le]
      ring
  exact main k le_rfl

/-- The modulus of a form factor is at most the integral of the modulus of the function. -/
theorem norm_formFactor_le {R : ℝ} (hR : 0 ≤ R) (f : ℝ → ℂ) (q : ℝ) :
    ‖formFactor R f q‖ ≤ ∫ r in (0 : ℝ)..R, ‖f r‖ := by
  have h : ∀ r : ℝ, ‖f r * Complex.exp (Complex.I * q * r)‖ = ‖f r‖ := by
    intro r
    have e : Complex.I * q * r = ((q * r : ℝ) : ℂ) * Complex.I := by push_cast; ring
    rw [norm_mul, e, Complex.norm_exp_ofReal_mul_I, mul_one]
  calc ‖formFactor R f q‖
      ≤ ∫ r in (0 : ℝ)..R, ‖f r * Complex.exp (Complex.I * q * r)‖ :=
        intervalIntegral.norm_integral_le_integral_norm hR
    _ = ∫ r in (0 : ℝ)..R, ‖f r‖ := by simp only [h]

/-- A `Cᵏ` function on `[0, R]` whose derivatives of orders `0` to `k - 1` vanish at both
endpoints has a form factor bounded by `|q|⁻ᵏ ∫₀ᴿ |f⁽ᵏ⁾(r)| dr` at every `q ≠ 0`. -/
theorem formFactor_decay {R : ℝ} (hR : 0 < R) {k : ℕ} {f : ℝ → ℂ}
    (hf : ContDiffOn ℝ k f (Icc 0 R)) (h0 : ∀ j < k, cellDeriv R j f 0 = 0)
    (h1 : ∀ j < k, cellDeriv R j f R = 0) {q : ℝ} (hq : q ≠ 0) :
    ‖formFactor R f q‖ ≤ roughness R k f / |q| ^ k := by
  have h := norm_formFactor_le hR.le (cellDeriv R k f) q
  rw [formFactor_cellDeriv hR hf h0 h1 q, norm_mul, norm_pow, norm_neg, norm_mul,
    Complex.norm_I, one_mul, Complex.norm_real, Real.norm_eq_abs] at h
  rw [le_div_iff₀ (pow_pos (abs_pos.mpr hq) k), mul_comm]
  exact h

/-- Let `f` be a `Cᵐ⁺¹` function on `[0, R]` whose derivatives of orders `0` to `m` vanish at both
endpoints, and let `b > 0` and `N ≥ 1`. On the grid `q = n b`, the squared moduli of the form
factors with `n > N` are summable, and their sum is at most `A² / (b²ᵐ⁺² N²ᵐ⁺¹)`, where `A = ∫₀ᴿ
|f⁽ᵐ⁺¹⁾(r)| dr`. -/
theorem planeWave_tail {R : ℝ} (hR : 0 < R) {m : ℕ} {f : ℝ → ℂ}
    (hf : ContDiffOn ℝ (m + 1 : ℕ) f (Icc 0 R))
    (h0 : ∀ j < m + 1, cellDeriv R j f 0 = 0) (h1 : ∀ j < m + 1, cellDeriv R j f R = 0)
    {b : ℝ} (hb : 0 < b) {N : ℕ} (hN : 0 < N) :
    Summable (fun i : ℕ => ‖formFactor R f (((N : ℝ) + i + 1) * b)‖ ^ 2) ∧
    ∑' i : ℕ, ‖formFactor R f (((N : ℝ) + i + 1) * b)‖ ^ 2
      ≤ roughness R (m + 1) f ^ 2 / (b ^ (2 * m + 2) * (N : ℝ) ^ (2 * m + 1)) := by
  have hN' : (0 : ℝ) < N := by exact_mod_cast hN
  have hA : 0 ≤ roughness R (m + 1) f :=
    intervalIntegral.integral_nonneg hR.le (fun _ _ => norm_nonneg _)
  set A := roughness R (m + 1) f with hAdef
  set B := A / (b ^ (m + 1) * (N : ℝ) ^ m) with hB
  -- each term is bounded by a telescoping difference
  have term : ∀ i : ℕ, ‖formFactor R f (((N : ℝ) + i + 1) * b)‖ ^ 2
      ≤ B ^ 2 * (1 / ((N : ℝ) + i) - 1 / ((N : ℝ) + i + 1)) := by
    intro i
    have hi : (0 : ℝ) ≤ i := Nat.cast_nonneg i
    have hy : (0 : ℝ) < (N : ℝ) + i := by linarith
    have hx : (0 : ℝ) < (N : ℝ) + i + 1 := by linarith
    have hNx : (N : ℝ) ≤ (N : ℝ) + i + 1 := by linarith
    have hF : ‖formFactor R f (((N : ℝ) + i + 1) * b)‖ ≤ B / ((N : ℝ) + i + 1) := by
      calc ‖formFactor R f (((N : ℝ) + i + 1) * b)‖
          ≤ A / |((N : ℝ) + i + 1) * b| ^ (m + 1) :=
            formFactor_decay hR hf h0 h1 (mul_pos hx hb).ne'
        _ = A / (b ^ (m + 1) * ((N : ℝ) + i + 1) ^ m) / ((N : ℝ) + i + 1) := by
            rw [abs_of_pos (mul_pos hx hb), div_div, mul_pow, pow_succ ((N : ℝ) + i + 1) m]
            congr 1
            ring
        _ ≤ B / ((N : ℝ) + i + 1) := by
            rw [hB]
            gcongr
    have hsq : 1 / ((N : ℝ) + i + 1) ^ 2 ≤ 1 / ((N : ℝ) + i) - 1 / ((N : ℝ) + i + 1) := by
      have e : 1 / ((N : ℝ) + i) - 1 / ((N : ℝ) + i + 1)
          = 1 / (((N : ℝ) + i) * ((N : ℝ) + i + 1)) := by
        rw [div_sub_div _ _ hy.ne' hx.ne']
        congr 1
        ring
      rw [e]
      exact one_div_le_one_div_of_le (mul_pos hy hx) (by nlinarith)
    calc ‖formFactor R f (((N : ℝ) + i + 1) * b)‖ ^ 2
        ≤ (B / ((N : ℝ) + i + 1)) ^ 2 := pow_le_pow_left₀ (norm_nonneg _) hF 2
      _ = B ^ 2 * (1 / ((N : ℝ) + i + 1) ^ 2) := by rw [div_pow, mul_one_div]
      _ ≤ _ := mul_le_mul_of_nonneg_left hsq (sq_nonneg B)
  have partialSum : ∀ M : ℕ,
      ∑ i ∈ Finset.range M, ‖formFactor R f (((N : ℝ) + i + 1) * b)‖ ^ 2
        ≤ B ^ 2 * (1 / (N : ℝ) - 1 / ((N : ℝ) + M)) := by
    intro M
    induction M with
    | zero => simp
    | succ M ih =>
      rw [Finset.sum_range_succ]
      have ht := term M
      have e : (N : ℝ) + ((M + 1 : ℕ) : ℝ) = (N : ℝ) + M + 1 := by push_cast; ring
      rw [e]
      linarith
  have bound : ∀ M : ℕ,
      ∑ i ∈ Finset.range M, ‖formFactor R f (((N : ℝ) + i + 1) * b)‖ ^ 2
        ≤ A ^ 2 / (b ^ (2 * m + 2) * (N : ℝ) ^ (2 * m + 1)) := by
    intro M
    have hpos : 0 ≤ B ^ 2 * (1 / ((N : ℝ) + M)) := by positivity
    have e : B ^ 2 * (1 / (N : ℝ)) = A ^ 2 / (b ^ (2 * m + 2) * (N : ℝ) ^ (2 * m + 1)) := by
      rw [hB, mul_one_div, div_pow, div_div]
      congr 1
      ring
    rw [← e]
    linarith [partialSum M]
  exact ⟨summable_of_sum_range_le (fun _ => sq_nonneg _) bound,
    Real.tsum_le_of_sum_range_le (fun _ => sq_nonneg _) bound⟩

/-- The constant function `1` on `[0, R]` has `∫₀ᴿ |f'(r)| dr = 0`, while its form factor at
`q = π / R` has modulus `2 R / π`. -/
theorem box_formFactor {R : ℝ} (hR : 0 < R) :
    roughness R 1 (fun _ => 1) = 0 ∧
    ‖formFactor R (fun _ => 1) (Real.pi / R)‖ = 2 * R / Real.pi := by
  constructor
  · have h : ∀ r, cellDeriv R 1 (fun _ => 1) r = 0 := by
      intro r
      unfold cellDeriv
      rw [iteratedDerivWithin_one]
      simp
    simp [roughness, h]
  · have hRc : (R : ℂ) ≠ 0 := by exact_mod_cast hR.ne'
    have hq : 0 < Real.pi / R := div_pos Real.pi_pos hR
    have hqc : ((Real.pi / R : ℝ) : ℂ) ≠ 0 := by exact_mod_cast hq.ne'
    have e : Complex.I * ((Real.pi / R : ℝ) : ℂ) * (R : ℂ) = Real.pi * Complex.I := by
      rw [Complex.ofReal_div, mul_assoc, div_mul_cancel₀ _ hRc, mul_comm]
    have h2 : ‖(-1 - 1 : ℂ)‖ = 2 := by norm_num
    unfold formFactor
    simp only [one_mul]
    rw [integral_exp_mul_complex (mul_ne_zero Complex.I_ne_zero hqc), e,
      Complex.exp_pi_mul_I, Complex.ofReal_zero, mul_zero, Complex.exp_zero, norm_div, h2,
      norm_mul, Complex.norm_I, one_mul, Complex.norm_real, Real.norm_of_nonneg hq.le,
      div_div_eq_mul_div]

end

end PlaneWaveConvergence
```

```lean
#print axioms PlaneWaveConvergence.formFactor_cellDeriv
-- 'PlaneWaveConvergence.formFactor_cellDeriv' depends on axioms: [propext, Classical.choice, Quot.sound]
#print axioms PlaneWaveConvergence.planeWave_tail
-- 'PlaneWaveConvergence.planeWave_tail' depends on axioms: [propext, Classical.choice, Quot.sound]
#print axioms PlaneWaveConvergence.box_formFactor
-- 'PlaneWaveConvergence.box_formFactor' depends on axioms: [propext, Classical.choice, Quot.sound]
```

### Reading the definitions and theorems

`formFactor R f q` is $F[f](q)$, with the sign convention $e^{+iqr}$ and no normalisation factor. The function has type `ℝ → ℂ`, but only its values on $[0,R]$ enter the integral.

`cellDeriv R k f` is the $k$-th derivative taken within the closed interval `Icc 0 R`. At $0$ and $R$ it is therefore one-sided, and nothing is assumed about $f$ outside the interval. `roughness R k f` is $\int_0^R|f^{(k)}|\,dr$.

`formFactor_decay` is the requested bound. Its hypotheses are:

- `hR`: the interval has positive length.
- `hf`: $f$ is $C^k$ on the closed interval, as a complex-valued function of a real variable.
- `h0` and `h1`: the derivatives of order $j<k$ vanish at $0$ and at $R$. Physically, $f$ joins to zero at both ends without a jump in its value or in any derivative below order $k$.
- `hq`: $q\neq0$.

The natural number $k$ is arbitrary, so $k=0$ is included.

`planeWave_tail` is the cutoff estimate. The index `i` starts at zero and stands for $n=N+i+1$. The theorem gives both the summability of the squared moduli and the bound on their sum. It covers positive $n$ only. If $b=2\pi/R$ and the plane waves carry the normalisation $1/\sqrt R$, these $n$ belong in this sign convention to the waves $e^{-inbr}$. The squared moduli of their coefficients are then $|F[f](nb)|^2/R$, and the bound is divided by $R$ as well.

`box_formFactor` records the counter-example: zero first-derivative integral, but modulus $2R/\pi$ at $q=\pi/R$.

For projector augmented-wave and ultrasoft calculations, the estimate relates endpoint smoothness to the size of the discarded coefficients, in a one-dimensional model with a single fixed function. Three-dimensional spheres, with their angular momentum channels and spherical Bessel functions, are not treated, and neither is the error of a total energy.

### How the proof follows the calculation

`formFactor_deriv` is the single integration by parts. It asks for continuity of $g$ and $g'$ on the closed interval and for an ordinary derivative only in the interior. The step `he` differentiates the exponential, and `key` is the fundamental theorem of calculus for the product $g(r)e^{iqr}$. After the integral is split and the endpoint values are set to zero, `linear_combination key` solves for $F[g']$.

`formFactor_cellDeriv` repeats this by induction on $j\le k$. Its one analytic point is the passage from derivatives within the interval to ordinary ones: at an interior point the closed interval is a neighbourhood, so the two agree. The induction step then applies `formFactor_deriv` to $f^{(j)}$ and gains one factor $-iq$.

`norm_formFactor_le` rewrites $iqr$ as a real number times $i$, so that the exponential has modulus one, and moves the modulus inside the integral. `formFactor_decay` applies this lemma to $f^{(k)}$, inserts the exact identity, and divides by the positive number $|q|^k$.

In `planeWave_tail`, the step `term` proves the bound on one coefficient together with the telescoping inequality. Within it, `hF` replaces $n^m$ in the denominator by $N^m$, which is no larger, and `hsq` is the inequality for $1/n^2$. The step `partialSum` adds the terms by induction on $M$, and `bound` discards the term $-B^2/(N+M)$, which is never positive. A series of nonnegative terms with uniformly bounded partial sums converges to a value within the same bound, which gives both halves of the conclusion.

`box_formFactor` computes the derivative of the constant directly, then evaluates the exponential integral in closed form and uses $e^{i\pi}=-1$.
